# Trial energies can converge to the ground energy while their variances diverge

A variational calculation is commonly stopped when the energy has settled to within a tolerance. For a unit trial vector $\psi$ with energy $E$, the energy variance equals the squared norm of the residual $(H-E)\psi$, so it vanishes exactly for eigenvectors, but convergence of the energy does not by itself guarantee convergence of the variance. The model below, a single ladder of levels $0, 1, 2, \dots$ with two-level trial vectors, shows that the energy can converge to the exact ground energy while the variance grows without bound.

## A small weight on a high level

Let $e_0, e_1, e_2, \dots$ be orthonormal and let $H e_n = n e_n$. This is a harmonic oscillator with the level spacing as the unit of energy and the zero-point energy subtracted. A state $\psi$ is a finite combination of the $e_k$ with amplitudes $\psi_k$. Write $p_k = |\psi_k|^2$ for the populations, with $\sum_k p_k = 1$ for a unit vector. Since $H$ multiplies the $k$-th amplitude by $k$, the energy $E$, the second moment and the energy variance $V$ of a unit vector are

$$E = \langle\psi, H\psi\rangle = \sum_k k\,p_k, \qquad \langle\psi, H^2\psi\rangle = \sum_k k^2 p_k, \qquad V = \sum_k k^2 p_k - E^2 .$$

Every term of $E$ is nonnegative, and $e_0$ has $E = 0$, so the ground energy is $0$.

For $n \ge 1$ and $0 \le w \le 1$, take the trial vector $\sqrt{1-w}\,e_0 + \sqrt{w}\,e_n$. Its populations are $1-w$ on level $0$ and $w$ on level $n$. They sum to $1$, and

$$E = wn, \qquad V = wn^2 - w^2n^2 = w(1-w)n^2 .$$

The energy weights the contamination by $n$, the second moment by $n^2$. A weight that falls faster than $1/n$ but more slowly than $1/n^2$ therefore separates the two. With $w = n^{-s}$ and $1 < s < 2$,

$$E = n^{1-s} \to 0, \qquad V = n^{2-s} - n^{2-2s} \to \infty,$$

because $2-s$ is positive while $2-2s$ is negative.

For $s = 3/2$ these are $E = n^{-1/2}$ and $V = n^{1/2} - n^{-1}$, which gives:

| $n$ | $w$ | $E$ | $V$ |
|---|---|---|---|
| $4$ | $1/8$ | $0.5$ | $1.75$ |
| $100$ | $10^{-3}$ | $0.1$ | $9.99$ |
| $10^4$ | $10^{-6}$ | $0.01$ | $99.9999$ |

In the last row, one part in a million of the population sits on level $10^4$. It costs $0.01$ in energy and produces a variance of almost $100$. The overlap with the ground state, $\sqrt{1-w}$, tends to $1$ along the sequence, so the large variance does not mean that the trial vector is far from $e_0$ in norm.

## The borderline exponent and a fixed cutoff

At $s = 2$ the variance is $1 - n^{-2}$, which tends to $1$. It stays bounded but does not tend to $0$, although the energy $1/n$ still tends to $0$.

The high level has to move upwards for any of this to happen. Suppose that a unit vector has no amplitude above level $N$. Then $k^2 p_k \le N k\,p_k$ for every $k$, and hence

$$V \le \sum_k k^2 p_k \le N \sum_k k\,p_k = N E .$$

The lower bound $V \ge 0$ follows from the expansion

$$\sum_k (k-E)^2 p_k = \sum_k k^2 p_k - 2E\sum_k k\,p_k + E^2\sum_k p_k = \sum_k k^2 p_k - E^2 = V .$$

If $N$ is the same for a whole sequence of unit vectors and $E \to 0$, then $0 \le V \le NE$ forces $V \to 0$.

## States, Hamiltonian and moments in Lean

```lean
import Mathlib

open Filter Topology
open scoped ComplexConjugate

namespace EnergyWithoutVariance

noncomputable section

/-- State vectors: finitely supported complex sequences. -/
abbrev State := ℕ →₀ ℂ
```

The type `ℕ →₀ ℂ` consists of functions from level numbers to complex amplitudes that are nonzero at only finitely many places. This is the space of finite combinations of the $e_k$, not its Hilbert space completion. The unbounded $H$ is defined on all of it and maps it to itself, so no question of operator domains arises.

```lean
/-- The Hamiltonian with `H e_n = n e_n`, extended linearly. -/
def H : State →ₗ[ℂ] State :=
  Finsupp.linearCombination ℂ fun n : ℕ => Finsupp.single n (n : ℂ)
```

The basis vector $e_n$ is `Finsupp.single n 1`. The definition prescribes the image $n e_n$ of each basis vector and extends linearly.

```lean
/-- The inner product of two states, conjugate-linear in the first. -/
def braket (φ ψ : State) : ℂ := ∑ k ∈ φ.support, conj (φ k) * ψ k

/-- The energy expectation value of a unit vector. -/
def energy (ψ : State) : ℝ := (braket ψ (H ψ)).re

/-- The energy variance of a unit vector: mean of `H²` minus the squared mean of `H`. -/
def variance (ψ : State) : ℝ := (braket ψ (H (H ψ))).re - energy ψ ^ 2
```

The inner product is conjugate-linear in its first argument, as in Dirac notation. Neither `energy` nor `variance` divides by the norm, so they have their physical meaning for unit vectors only. Normalisation of the trial vectors is proved in `trial_moments`, while `ground_energy` and the theorems on a fixed cutoff restrict to unit vectors by hypothesis.

```lean
/-- The trial vector `sqrt(1-w) e_0 + sqrt(w) e_n`. -/
def trial (w : ℝ) (n : ℕ) : State :=
  Finsupp.single 0 ((√(1 - w) : ℝ) : ℂ) + Finsupp.single n ((√w : ℝ) : ℂ)
```

The square roots are real and are then regarded as complex amplitudes. The weight `w` and the level `n` are independent arguments here; the power law enters later.

```lean
/-- The Hamiltonian multiplies the `k`-th amplitude by `k`. -/
theorem H_apply (ψ : State) (k : ℕ) : H ψ k = (k : ℂ) * ψ k := by
  refine Finsupp.induction_linear ψ ?_ ?_ ?_
  · simp
  · intro f g hf hg
    rw [map_add, Finsupp.add_apply, Finsupp.add_apply, hf, hg]
    ring
  · intro n c
    by_cases h : n = k
    · subst h
      simp [H, mul_comm]
    · simp [H, h]
```

This is the statement $(H\psi)_k = k\psi_k$. The proof uses linearity to reduce it to the zero vector, sums, and vectors on a single level, where the definition of `H` applies.

```lean
/-- The squared norm and the first two moments of the energy are sums over the
level populations. -/
theorem moments (ψ : State) :
    braket ψ ψ = ((∑ k ∈ ψ.support, Complex.normSq (ψ k) : ℝ) : ℂ) ∧
    energy ψ = ∑ k ∈ ψ.support, (k : ℝ) * Complex.normSq (ψ k) ∧
    (braket ψ (H (H ψ))).re = ∑ k ∈ ψ.support, (k : ℝ) ^ 2 * Complex.normSq (ψ k) := by
  refine ⟨?_, ?_, ?_⟩
  · unfold braket
    rw [Complex.ofReal_sum]
    refine Finset.sum_congr rfl fun k _ => ?_
    rw [mul_comm, Complex.mul_conj]
  · unfold energy braket
    rw [Complex.re_sum]
    refine Finset.sum_congr rfl fun k _ => ?_
    rw [H_apply]
    simp [Complex.normSq_apply]
    ring
  · unfold braket
    rw [Complex.re_sum]
    refine Finset.sum_congr rfl fun k _ => ?_
    rw [H_apply, H_apply]
    simp [Complex.normSq_apply]
    ring
```

The theorem `moments` contains the three population sums: the squared norm, the energy and the second moment. `Complex.normSq (ψ k)` is $p_k$. Each sum is compared term by term, with `H_apply` used once for the energy and twice for $H^2$.

```lean
/-- The least energy of a unit vector is `0`. -/
theorem ground_energy : IsLeast {E | ∃ ψ : State, braket ψ ψ = 1 ∧ energy ψ = E} 0 := by
  constructor
  · refine ⟨Finsupp.single 0 1, ?_, ?_⟩
    · simp [braket, Finsupp.support_single]
    · rw [(moments _).2.1]
      simp [Finsupp.support_single]
  · rintro E ⟨ψ, _, rfl⟩
    rw [(moments ψ).2.1]
    exact Finset.sum_nonneg fun k _ => mul_nonneg (Nat.cast_nonneg k) (Complex.normSq_nonneg _)
```

`IsLeast` says that $0$ is attained by a unit vector and is a lower bound for the energies of all unit vectors. The two halves of the proof are the vector $e_0$ and the nonnegativity of $\sum_k k\,p_k$.

## The two-level trial vector

```lean
/-- A population-weighted sum over a trial vector has only the terms `0` and `n`. -/
lemma trial_sum {w : ℝ} {n : ℕ} (hn : n ≠ 0) (h0 : 0 ≤ w) (h1 : w ≤ 1) (f : ℕ → ℝ) :
    ∑ k ∈ (trial w n).support, f k * Complex.normSq (trial w n k)
      = f 0 * (1 - w) + f n * w := by
  have e0 : trial w n 0 = ((√(1 - w) : ℝ) : ℂ) := by
    simp [trial, hn]
  have en : trial w n n = ((√w : ℝ) : ℂ) := by
    simp [trial, hn]
  have hs : (trial w n).support ⊆ {0, n} := by
    intro k hk
    by_contra h
    simp only [Finset.mem_insert, Finset.mem_singleton, not_or] at h
    apply Finsupp.mem_support_iff.1 hk
    simp [trial, h.1, Ne.symm h.2]
  have hsum : ∑ k ∈ (trial w n).support, f k * Complex.normSq (trial w n k)
      = ∑ k ∈ ({0, n} : Finset ℕ), f k * Complex.normSq (trial w n k) := by
    refine Finset.sum_subset hs fun k _ hk => ?_
    rw [Finsupp.notMem_support_iff.1 hk, map_zero, mul_zero]
  rw [hsum, Finset.sum_pair (Ne.symm hn), e0, en, Complex.normSq_ofReal,
    Complex.normSq_ofReal, Real.mul_self_sqrt (sub_nonneg.2 h1), Real.mul_self_sqrt h0]
```

For any function $f$ of the level number, this lemma gives $\sum_k f(k)p_k = f(0)(1-w) + f(n)w$. The support is shown to be contained in $\{0,n\}$, not equal to it, because an amplitude may vanish. For $n = 1$ and $w = n^{-s} = 1$, for example, the trial vector is just $e_1$.

```lean
/-- For `n ≥ 1` and `0 ≤ w ≤ 1` the trial vector has norm one, energy `w n` and variance `w (1 - w)
n²`. -/
theorem trial_moments {w : ℝ} {n : ℕ} (hn : n ≠ 0) (h0 : 0 ≤ w) (h1 : w ≤ 1) :
    braket (trial w n) (trial w n) = 1 ∧ energy (trial w n) = w * n ∧
      variance (trial w n) = w * (1 - w) * (n : ℝ) ^ 2 := by
  have hE : energy (trial w n) = w * n := by
    rw [(moments _).2.1]
    refine (trial_sum hn h0 h1 (fun k => (k : ℝ))).trans ?_
    push_cast
    ring
  refine ⟨?_, hE, ?_⟩
  · have h := trial_sum hn h0 h1 (fun _ => 1)
    simp only [one_mul] at h
    rw [(moments _).1, h, sub_add_cancel, Complex.ofReal_one]
  · have h2 := (moments (trial w n)).2.2.trans (trial_sum hn h0 h1 (fun k => (k : ℝ) ^ 2))
    unfold variance
    rw [h2, hE]
    push_cast
    ring
```

Taking $f(k) = 1$, $k$ and $k^2$ in `trial_sum` yields the norm, the energy $wn$ and the second moment $wn^2$. Subtracting the squared energy leaves $w(1-w)n^2$.

```lean
/-- For `s ≥ 0` and `n ≥ 1` the weight `w = n^(-s)` lies in `[0, 1]`, with `w n = n^(1-s)` and `w n²
= n^(2-s)`. -/
lemma weight_facts {s : ℝ} (hs : 0 ≤ s) {n : ℕ} (hn : n ≠ 0) :
    0 ≤ (n : ℝ) ^ (-s) ∧ (n : ℝ) ^ (-s) ≤ 1 ∧
    (n : ℝ) ^ (-s) * n = (n : ℝ) ^ (-(s - 1)) ∧
    (n : ℝ) ^ (-s) * (n : ℝ) ^ 2 = (n : ℝ) ^ (2 - s) := by
  have hpos : (0 : ℝ) < n := Nat.cast_pos.2 (Nat.pos_of_ne_zero hn)
  have hone : (1 : ℝ) ≤ n := Nat.one_le_cast.2 (Nat.pos_of_ne_zero hn)
  refine ⟨Real.rpow_nonneg hpos.le _,
    Real.rpow_le_one_of_one_le_of_nonpos hone (by linarith), ?_, ?_⟩
  · rw [show -(s - 1) = -s + 1 by ring, Real.rpow_add hpos, Real.rpow_one]
  · rw [show 2 - s = -s + 1 + 1 by ring, Real.rpow_add hpos, Real.rpow_add hpos, Real.rpow_one]
    ring
```

The weight $n^{-s}$ is a real power, so $s$ need not be an integer. The lemma checks that it is an admissible population and records $wn = n^{1-s}$ and $wn^2 = n^{2-s}$. The first exponent is written as `-(s - 1)` to match the Mathlib limit for negative powers.

## The two limits

```lean
/-- For `1 < s < 2` and `n ≥ 1` the trial vectors with weight `w = n^(-s)` on level `n` are unit
vectors whose energies tend to `0` while their energy variances tend to infinity. -/
theorem energy_converges_variance_diverges {s : ℝ} (h1 : 1 < s) (h2 : s < 2) :
    (∀ n : ℕ, 1 ≤ n → braket (trial ((n : ℝ) ^ (-s)) n) (trial ((n : ℝ) ^ (-s)) n) = 1) ∧
    Tendsto (fun n : ℕ => energy (trial ((n : ℝ) ^ (-s)) n)) atTop (𝓝 0) ∧
    Tendsto (fun n : ℕ => variance (trial ((n : ℝ) ^ (-s)) n)) atTop atTop := by
  have hs : 0 ≤ s := by linarith
  have hE : Tendsto (fun n : ℕ => (n : ℝ) ^ (-(s - 1))) atTop (𝓝 0) :=
    (tendsto_rpow_neg_atTop (sub_pos.2 h1)).comp tendsto_natCast_atTop_atTop
  have hV : Tendsto (fun n : ℕ => (n : ℝ) ^ (2 - s)) atTop atTop :=
    (tendsto_rpow_atTop (sub_pos.2 h2)).comp tendsto_natCast_atTop_atTop
  refine ⟨fun n hn => ?_, ?_, ?_⟩
  · obtain ⟨a, b, _, _⟩ := weight_facts hs (Nat.one_le_iff_ne_zero.1 hn)
    exact (trial_moments (Nat.one_le_iff_ne_zero.1 hn) a b).1
  · refine hE.congr' ((eventually_ge_atTop 1).mono fun n hn => ?_)
    have hn' := Nat.one_le_iff_ne_zero.1 hn
    obtain ⟨a, b, c, _⟩ := weight_facts hs hn'
    beta_reduce
    rw [(trial_moments hn' a b).2.1, c]
  · -- the second moment diverges, the squared energy vanishes
    refine (hV.atTop_add (hE.pow 2).neg).congr' ((eventually_ge_atTop 1).mono fun n hn => ?_)
    have hn' := Nat.one_le_iff_ne_zero.1 hn
    obtain ⟨a, b, c, d⟩ := weight_facts hs hn'
    beta_reduce
    rw [(trial_moments hn' a b).2.2, ← c, ← d]
    ring
```

The theorem states that the trial vectors are normalised for every $n \ge 1$, that their energies tend to $0$, and that their variances tend to infinity. In Mathlib, `Tendsto f atTop (𝓝 0)` means $f(n) \to 0$ as $n \to \infty$, while a second `atTop` in place of `𝓝 0` means $f(n) \to \infty$. The facts `hE` and `hV` are the limits $n^{1-s} \to 0$ and $n^{2-s} \to \infty$, obtained from real powers by restriction to natural numbers.

The device that carries these limits over to the physical quantities is `Tendsto.congr'`. It transfers a limit from one sequence to another when the two agree eventually, not necessarily at every index. That is what the formulas provide, since they were derived for $n \ge 1$ while a sequence in Lean also has a term at $n = 0$. The expression `(eventually_ge_atTop 1).mono` supplies the condition $n \ge 1$ and leaves an ordinary identity to prove for such an $n$. For the energy, this identity is $n^{1-s} = E$. For the variance, it is

$$n^{2-s} - \left(n^{1-s}\right)^2 = w(1-w)n^2 .$$

Its left side is a divergent term plus a convergent one, and `atTop_add` gives divergence of the sum.

```lean
/-- With weight `w = n^(-3/2)` the energies tend to `0` and the variances to infinity. -/
theorem three_halves :
    Tendsto (fun n : ℕ => energy (trial ((n : ℝ) ^ (-(3 / 2 : ℝ))) n)) atTop (𝓝 0) ∧
    Tendsto (fun n : ℕ => variance (trial ((n : ℝ) ^ (-(3 / 2 : ℝ))) n)) atTop atTop :=
  (energy_converges_variance_diverges (by norm_num) (by norm_num)).2
```

The case $s = 3/2$ follows once the inequalities $1 < 3/2 < 2$ have been checked.

```lean
/-- With weight `w = n^(-2)` the variances tend to `1`. -/
theorem borderline_variance :
    Tendsto (fun n : ℕ => variance (trial ((n : ℝ) ^ (-(2 : ℝ))) n)) atTop (𝓝 1) := by
  have hw : Tendsto (fun n : ℕ => (n : ℝ) ^ (-(2 : ℝ))) atTop (𝓝 0) :=
    (tendsto_rpow_neg_atTop (by norm_num)).comp tendsto_natCast_atTop_atTop
  have h : Tendsto (fun n : ℕ => 1 - (n : ℝ) ^ (-(2 : ℝ))) atTop (𝓝 1) := by
    simpa only [sub_zero] using hw.const_sub 1
  refine h.congr' ((eventually_ge_atTop 1).mono fun n hn => ?_)
  have hn' := Nat.one_le_iff_ne_zero.1 hn
  obtain ⟨a, b, _, d⟩ := weight_facts (s := 2) (by norm_num) hn'
  rw [sub_self, Real.rpow_zero] at d
  beta_reduce
  rw [(trial_moments hn' a b).2.2]
  linear_combination (-(1 - (n : ℝ) ^ (-(2 : ℝ)))) * d
```

At $s = 2$ the identity $wn^2 = 1$ reduces the variance to $1 - w$, and $w \to 0$ gives the limit $1$. The same transfer from $n \ge 1$ is used.

## What a fixed cutoff restores

```lean
/-- A unit vector without amplitude above level `N` has variance between `0` and `N` times
its energy. -/
theorem cutoff_variance_bound {ψ : State} {N : ℕ} (hψ : braket ψ ψ = 1)
    (hN : ∀ k, N < k → ψ k = 0) : 0 ≤ variance ψ ∧ variance ψ ≤ N * energy ψ := by
  obtain ⟨m0, m1, m2⟩ := moments ψ
  have hp : ∑ k ∈ ψ.support, Complex.normSq (ψ k) = 1 := by
    rw [hψ] at m0
    exact_mod_cast m0.symm
  constructor
  · -- the variance is the mean squared deviation from the energy
    have hdev : ∑ k ∈ ψ.support, ((k : ℝ) - energy ψ) ^ 2 * Complex.normSq (ψ k)
        = ∑ k ∈ ψ.support, (k : ℝ) ^ 2 * Complex.normSq (ψ k)
          - 2 * energy ψ * ∑ k ∈ ψ.support, (k : ℝ) * Complex.normSq (ψ k)
          + energy ψ ^ 2 * ∑ k ∈ ψ.support, Complex.normSq (ψ k) := by
      rw [Finset.mul_sum, Finset.mul_sum, ← Finset.sum_sub_distrib, ← Finset.sum_add_distrib]
      refine Finset.sum_congr rfl fun k _ => ?_
      ring
    have hpos : 0 ≤ ∑ k ∈ ψ.support, ((k : ℝ) - energy ψ) ^ 2 * Complex.normSq (ψ k) :=
      Finset.sum_nonneg fun k _ => mul_nonneg (sq_nonneg _) (Complex.normSq_nonneg _)
    rw [hdev, ← m1, ← m2, hp] at hpos
    unfold variance
    linarith
  · have hle : (braket ψ (H (H ψ))).re ≤ N * energy ψ := by
      rw [m2, m1, Finset.mul_sum]
      refine Finset.sum_le_sum fun k hk => ?_
      have hkN : k ≤ N := by
        by_contra h
        exact Finsupp.mem_support_iff.1 hk (hN k (not_le.1 h))
      have hkN' : (k : ℝ) ≤ N := Nat.cast_le.2 hkN
      have hq : 0 ≤ (k : ℝ) * Complex.normSq (ψ k) :=
        mul_nonneg (Nat.cast_nonneg k) (Complex.normSq_nonneg _)
      calc (k : ℝ) ^ 2 * Complex.normSq (ψ k) = k * (k * Complex.normSq (ψ k)) := by ring
        _ ≤ N * (k * Complex.normSq (ψ k)) := mul_le_mul_of_nonneg_right hkN' hq
    unfold variance
    linarith [sq_nonneg (energy ψ)]
```

The hypothesis `hN` says that all amplitudes above level $N$ vanish. The first half of the proof expands the mean squared deviation into the three population sums and uses normalisation to identify it with the variance. The second half compares $k^2p_k$ with $Nk\,p_k$ term by term and then discards the nonpositive term $-E^2$. The case $N = 0$ is included: energy and variance are then both zero.

```lean
/-- For unit vectors in one fixed finite basis `e_0, ..., e_N`, energies tending to `0` force
the variances to tend to `0`. -/
theorem cutoff_variance_converges {ψ : ℕ → State} {N : ℕ} (hψ : ∀ j, braket (ψ j) (ψ j) = 1)
    (hN : ∀ j k, N < k → ψ j k = 0) (hE : Tendsto (fun j => energy (ψ j)) atTop (𝓝 0)) :
    Tendsto (fun j => variance (ψ j)) atTop (𝓝 0) := by
  have hb : Tendsto (fun j => (N : ℝ) * energy (ψ j)) atTop (𝓝 0) := by
    simpa only [mul_zero] using hE.const_mul (N : ℝ)
  exact squeeze_zero (fun j => (cutoff_variance_bound (hψ j) (hN j)).1)
    (fun j => (cutoff_variance_bound (hψ j) (hN j)).2) hb

end

end EnergyWithoutVariance
```

Here `ψ j` is the $j$-th vector of an arbitrary sequence of unit vectors, and one $N$ serves for all $j$. The variance is squeezed between $0$ and $NE$. The basis consists of eigenvectors of $H$, so the cutoff space is mapped to itself by $H$; the theorem does not treat a finite basis that $H$ leads out of, which is the usual kind of basis in electronic-structure work.

```lean
#print axioms EnergyWithoutVariance.energy_converges_variance_diverges
#print axioms EnergyWithoutVariance.three_halves
#print axioms EnergyWithoutVariance.borderline_variance
#print axioms EnergyWithoutVariance.cutoff_variance_converges
```

```
'EnergyWithoutVariance.energy_converges_variance_diverges' depends on axioms: [propext, Classical.choice, Quot.sound]
'EnergyWithoutVariance.three_halves' depends on axioms: [propext, Classical.choice, Quot.sound]
'EnergyWithoutVariance.borderline_variance' depends on axioms: [propext, Classical.choice, Quot.sound]
'EnergyWithoutVariance.cutoff_variance_converges' depends on axioms: [propext, Classical.choice, Quot.sound]
```
